# Spin-n/2 coherent states with parameter z/√n converge in norm to the boson coherent state z

## Could weight escape to the high levels?

To compare the coherent state of a large spin with that of a boson mode, I put both in one Fock space: the spin level $k$ steps above the lowest one is identified with the state of $k$ quanta, and a spin $n/2$ gets amplitude zero for $k>n$. With the spin parameter scaled as $z/\sqrt n$, I can see each amplitude approach the boson one as $n$ grows.

What bothers me is that this is a statement about one level at a time, while the number of levels grows with $n$. Couldn't some of the weight sit at ever higher $k$, where no fixed level notices it? Do the states themselves converge, or only their components?

## One summable bound for every spin

The states themselves converge, for every fixed complex $z$. The population of level $k$ is at most $|z|^{2k}/k!$ whatever the spin, so the high levels carry little weight uniformly in $n$.

### From the ladder operator to the limit

Let $j=n/2$ with $n\ge1$, and write $|k\rangle$ for the spin state with $m=-j+k$. The coherent state with parameter $\zeta$ is $(1+|\zeta|^2)^{-n/2}e^{\zeta J_+}|0\rangle$. From $J_+|k\rangle=\sqrt{(k+1)(n-k)}\,|k+1\rangle$ one gets

$$\frac{J_+^k}{k!}|0\rangle=\sqrt{\binom nk}\,|k\rangle .$$

Setting $\zeta=z/\sqrt n$ gives the spin amplitudes $c_{n,k}$, to be compared with the boson amplitudes $b_k$:

$$c_{n,k}=\frac{\sqrt{\binom nk}\,(z/\sqrt n)^k}{(1+|z|^2/n)^{n/2}},\qquad b_k=e^{-|z|^2/2}\frac{z^k}{\sqrt{k!}} .$$

Write $x=|z|^2$. The populations are

$$|c_{n,k}|^2=\binom nk\frac{(x/n)^k}{(1+x/n)^n},\qquad |b_k|^2=e^{-x}\frac{x^k}{k!},$$

which are binomial and Poisson weights. The first sum to one by the binomial theorem, the second by the exponential series.

For the limit at fixed $k$, start with the binomial coefficient. Since $\binom n{k+1}=\binom nk\frac{n-k}{k+1}$,

$$\frac{1}{n^{k+1}}\binom n{k+1}=\frac1{n^k}\binom nk\cdot\frac{1-k/n}{k+1},$$

and induction from $\binom n0=1$ gives $\binom nk/n^k\to1/k!$. Now move $n^{-k/2}$ under the root:

$$c_{n,k}=\frac{\sqrt{\binom nk/n^k}}{\sqrt{(1+x/n)^n}}\,z^k\;\longrightarrow\;\frac{\sqrt{1/k!}}{\sqrt{e^x}}\,z^k=b_k .$$

For the whole state, use $\binom nk\le n^k/k!$ and $(1+x/n)^n\ge1$. They give $|c_{n,k}|^2\le x^k/k!$, and $|b_k|^2\le x^k/k!$ because $e^{-x}\le1$. Hence

$$|c_{n,k}-b_k|^2\le2|c_{n,k}|^2+2|b_k|^2\le\frac{4x^k}{k!}.$$

The right-hand side is independent of $n$ and sums to $4e^x$. Given $\varepsilon>0$, choose $K$ so that the bound summed over $k>K$ is below $\varepsilon$. The finitely many terms with $k\le K$ tend to zero, so the squared distance $\sum_k|c_{n,k}-b_k|^2$ is eventually below $2\varepsilon$. Your escaping weight would have to live in the tail, and the tail is small for all $n$ at once.

### Keeping z fixed

If $z$ may grow like $\sqrt n$, norm convergence fails. Take $z=\sqrt n$, which puts the spin on the equator of its Bloch sphere. The boson populations are then Poisson with mean $n$, while the spin state has nothing above $k=n$. The squared distance is at least the Poisson probability of $k>n$, which tends to $1/2$.

At fixed $z$, by contrast, the spin tilts away from its lowest state by an angle $\theta$ with $\tan(\theta/2)=|z|/\sqrt n$, and its mean excitation $|z|^2/(1+|z|^2/n)$ stays bounded. This is the weak-excitation regime in which a symmetric ensemble of $n$ two-level atoms is treated as a boson mode; the result supports that replacement for a single coherent state of one collective spin, with no Hamiltonian or dynamics involved.

### What the Lean statements say

In `spinAmp n k z`, the natural number `n` is twice the spin, `k` is the level counted from the lowest state, and `z` is the complex parameter before division by $\sqrt n$. Many texts use $n$ for the number of quanta and $\alpha$ for the boson parameter; here these are `k` and `z`. The norm `‖z‖` is $|z|$, and the half-integer power in the normalization is written as the square root of an `n`-th power. The convention $c_{n,k}=0$ for $k>n$ needs no separate clause, because `n.choose k` vanishes there. `bosonAmp k z` is $b_k$.

The theorem `spinAmp_tendsto_bosonAmp` says that for each `k` and `z` the sequence $c_{n,k}$ tends to $b_k$ in the complex plane as $n\to\infty$. The theorem `spin_state_tendsto_boson_state` answers your question. Its first half says that the squared distance is a convergent series for every `n`; its second half says that the sum of this series tends to zero. The first half matters because Lean assigns the value zero to a series that is not summable, so the limit alone would say little.

Both states are represented by their lists of amplitudes. The step from $e^{\zeta J_+}|0\rangle$ to the formula for $c_{n,k}$ is the short calculation above, and in Lean the formula is the definition. The theorems concern states only: the corresponding limit of the operators, in which $[J_-,J_+]/n$ approaches the boson commutator on low levels, is not part of them. They also give no rate of convergence.

```lean
import Mathlib

open Filter Topology

namespace SpinToBosonCoherent

noncomputable section

/-- Amplitude on the `k`-th level of the normalized spin-`n/2` coherent state with parameter
`z / √n`, for `n ≥ 1`. It is zero for `k > n`, where the binomial coefficient vanishes. -/
def spinAmp (n k : ℕ) (z : ℂ) : ℂ :=
  (Real.sqrt (n.choose k : ℝ) : ℂ) * (z / (Real.sqrt (n : ℝ) : ℂ)) ^ k /
    (Real.sqrt ((1 + ‖z‖ ^ 2 / (n : ℝ)) ^ n) : ℂ)

/-- Amplitude of the boson coherent state `z` on the state with `k` quanta. -/
def bosonAmp (k : ℕ) (z : ℂ) : ℂ :=
  (Real.exp (-‖z‖ ^ 2 / 2) : ℂ) * z ^ k / (Real.sqrt (k.factorial : ℝ) : ℂ)

/-- The level populations of the spin coherent state are binomial weights. -/
theorem spin_population (n k : ℕ) (z : ℂ) :
    ‖spinAmp n k z‖ ^ 2 =
      (n.choose k : ℝ) * (‖z‖ ^ 2 / (n : ℝ)) ^ k / (1 + ‖z‖ ^ 2 / (n : ℝ)) ^ n := by
  have hP : Real.sqrt ((1 + ‖z‖ ^ 2 / (n : ℝ)) ^ n) ^ 2 = (1 + ‖z‖ ^ 2 / (n : ℝ)) ^ n :=
    Real.sq_sqrt (by positivity)
  have hC : Real.sqrt (n.choose k : ℝ) ^ 2 = (n.choose k : ℝ) :=
    Real.sq_sqrt (Nat.cast_nonneg _)
  have hN : ((‖z‖ / Real.sqrt (n : ℝ)) ^ k) ^ 2 = (‖z‖ ^ 2 / (n : ℝ)) ^ k := by
    rw [← pow_mul, mul_comm k 2, pow_mul, div_pow, Real.sq_sqrt (Nat.cast_nonneg n)]
  unfold spinAmp
  simp only [norm_div, norm_mul, norm_pow, Complex.norm_real, Real.norm_eq_abs,
    abs_of_nonneg (Real.sqrt_nonneg _)]
  rw [div_pow, mul_pow, hP, hC, hN]

/-- The occupation probabilities of the boson coherent state are Poisson weights with
mean `|z|²`. -/
theorem boson_population (k : ℕ) (z : ℂ) :
    ‖bosonAmp k z‖ ^ 2 = Real.exp (-‖z‖ ^ 2) * ((‖z‖ ^ 2) ^ k / (k.factorial : ℝ)) := by
  have hE : Real.exp (-‖z‖ ^ 2 / 2) ^ 2 = Real.exp (-‖z‖ ^ 2) := by
    rw [pow_two (Real.exp _), ← Real.exp_add]
    congr 1
    ring
  have hF : Real.sqrt (k.factorial : ℝ) ^ 2 = (k.factorial : ℝ) :=
    Real.sq_sqrt (Nat.cast_nonneg _)
  have hz : (‖z‖ ^ k) ^ 2 = (‖z‖ ^ 2) ^ k := by
    rw [← pow_mul, mul_comm k 2, pow_mul]
  unfold bosonAmp
  simp only [norm_div, norm_mul, norm_pow, Complex.norm_real, Real.norm_eq_abs,
    abs_of_nonneg (Real.sqrt_nonneg _), Real.abs_exp]
  rw [div_pow, mul_pow, hE, hF, hz, mul_div_assoc]

/-- The populations of the `n + 1` levels of the spin coherent state add up to one. -/
theorem spin_normalized (n : ℕ) (z : ℂ) :
    ∑ k ∈ Finset.range (n + 1), ‖spinAmp n k z‖ ^ 2 = 1 := by
  have h := add_pow (‖z‖ ^ 2 / (n : ℝ)) 1 n
  simp only [one_pow, mul_one] at h
  -- the binomial theorem sums the weights
  have hs : ∑ k ∈ Finset.range (n + 1), (n.choose k : ℝ) * (‖z‖ ^ 2 / (n : ℝ)) ^ k =
      (1 + ‖z‖ ^ 2 / (n : ℝ)) ^ n := by
    rw [add_comm (1 : ℝ), h]
    exact Finset.sum_congr rfl fun k _ => mul_comm _ _
  simp only [spin_population]
  rw [← Finset.sum_div, hs]
  exact div_self (by positivity)

/-- The occupation probabilities of the boson coherent state add up to one. -/
theorem boson_normalized (z : ℂ) : HasSum (fun k => ‖bosonAmp k z‖ ^ 2) 1 := by
  have he : Real.exp (‖z‖ ^ 2) = ∑' k : ℕ, (‖z‖ ^ 2) ^ k / (k.factorial : ℝ) := by
    rw [Real.exp_eq_exp_ℝ, NormedSpace.exp_eq_tsum_div]
  have h := (Real.summable_pow_div_factorial (‖z‖ ^ 2)).hasSum.mul_left (Real.exp (-‖z‖ ^ 2))
  rw [← he, ← Real.exp_add, neg_add_cancel, Real.exp_zero] at h
  simpa only [boson_population] using h

/-- For fixed `k` and large `n`, the binomial coefficient behaves as `n ^ k / k!`. -/
theorem choose_div_pow_tendsto (k : ℕ) :
    Tendsto (fun n : ℕ => (n.choose k : ℝ) / (n : ℝ) ^ k) atTop
      (𝓝 (1 / (k.factorial : ℝ))) := by
  induction k with
  | zero => simp
  | succ k ih =>
    have h := (ih.mul ((tendsto_const_nhds (x := (1 : ℝ))).sub
      (tendsto_const_div_atTop_nhds_zero_nat (k : ℝ)))).div_const ((k : ℝ) + 1)
    have e : 1 / (k.factorial : ℝ) * (1 - 0) / ((k : ℝ) + 1) =
        1 / ((k + 1).factorial : ℝ) := by
      rw [sub_zero, mul_one, div_div, Nat.factorial_succ, Nat.cast_mul, Nat.cast_add,
        Nat.cast_one, mul_comm]
    rw [e] at h
    refine h.congr' ?_
    filter_upwards [eventually_gt_atTop k] with n hn
    have hn0 : (n : ℝ) ≠ 0 := Nat.cast_ne_zero.mpr (by omega)
    have hk : (k : ℝ) + 1 ≠ 0 := by positivity
    -- one more quantum multiplies the coefficient by (n - k) / (k + 1)
    have c : (n.choose (k + 1) : ℝ) = (n.choose k : ℝ) * ((n : ℝ) - k) / ((k : ℝ) + 1) := by
      rw [eq_div_iff hk, ← Nat.cast_sub hn.le]
      exact_mod_cast Nat.choose_succ_right_eq n k
    have d : 1 - (k : ℝ) / n = ((n : ℝ) - k) / n := by rw [sub_div, div_self hn0]
    rw [d, c]
    ring

/-- For fixed `z` and `k`, the spin-`n/2` coherent amplitude with parameter `z / √n` tends to the
boson coherent amplitude as `n` goes to infinity. -/
theorem spinAmp_tendsto_bosonAmp (k : ℕ) (z : ℂ) :
    Tendsto (fun n : ℕ => spinAmp n k z) atTop (𝓝 (bosonAmp k z)) := by
  have h1 : Tendsto (fun n : ℕ => Real.sqrt ((n.choose k : ℝ) / (n : ℝ) ^ k)) atTop
      (𝓝 (Real.sqrt (1 / (k.factorial : ℝ)))) :=
    (Real.continuous_sqrt.tendsto _).comp (choose_div_pow_tendsto k)
  have h2 : Tendsto (fun n : ℕ => Real.sqrt ((1 + ‖z‖ ^ 2 / (n : ℝ)) ^ n)) atTop
      (𝓝 (Real.sqrt (Real.exp (‖z‖ ^ 2)))) :=
    (Real.continuous_sqrt.tendsto _).comp (Real.tendsto_one_add_div_pow_exp (‖z‖ ^ 2))
  have hne : Real.sqrt (Real.exp (‖z‖ ^ 2)) ≠ 0 :=
    (Real.sqrt_pos.mpr (Real.exp_pos _)).ne'
  have h3 : Tendsto (fun n : ℕ => ((Real.sqrt ((n.choose k : ℝ) / (n : ℝ) ^ k) /
      Real.sqrt ((1 + ‖z‖ ^ 2 / (n : ℝ)) ^ n) : ℝ) : ℂ) * z ^ k) atTop
      (𝓝 (((Real.sqrt (1 / (k.factorial : ℝ)) /
        Real.sqrt (Real.exp (‖z‖ ^ 2)) : ℝ) : ℂ) * z ^ k)) :=
    ((Complex.continuous_ofReal.tendsto _).comp (h1.div h2 hne)).mul_const (z ^ k)
  -- the limit is the boson amplitude
  have hb : ((Real.sqrt (1 / (k.factorial : ℝ)) /
      Real.sqrt (Real.exp (‖z‖ ^ 2)) : ℝ) : ℂ) * z ^ k = bosonAmp k z := by
    unfold bosonAmp
    rw [← Real.exp_half, Real.sqrt_div zero_le_one, Real.sqrt_one, neg_div, Real.exp_neg]
    simp only [Complex.ofReal_div, Complex.ofReal_inv, Complex.ofReal_one]
    ring
  rw [hb] at h3
  refine h3.congr fun n => ?_
  -- the factor n ^ (-k/2) is moved under the root of the binomial coefficient
  have hs : Real.sqrt ((n : ℝ) ^ k) = Real.sqrt (n : ℝ) ^ k := by
    calc Real.sqrt ((n : ℝ) ^ k) = Real.sqrt ((Real.sqrt (n : ℝ) ^ k) ^ 2) := by
          rw [← pow_mul, mul_comm k 2, pow_mul, Real.sq_sqrt (Nat.cast_nonneg n)]
      _ = Real.sqrt (n : ℝ) ^ k := Real.sqrt_sq (by positivity)
  unfold spinAmp
  rw [Real.sqrt_div (Nat.cast_nonneg _), hs]
  simp only [Complex.ofReal_div, Complex.ofReal_pow, div_pow]
  ring

/-- Uniformly in the spin, the population of level `k` is at most `|z|^(2k) / k!`. -/
theorem spin_population_le (n k : ℕ) (z : ℂ) :
    ‖spinAmp n k z‖ ^ 2 ≤ (‖z‖ ^ 2) ^ k / (k.factorial : ℝ) := by
  have hx : (n : ℝ) * (‖z‖ ^ 2 / (n : ℝ)) ≤ ‖z‖ ^ 2 := by
    rcases eq_or_ne (n : ℝ) 0 with h | h
    · rw [h, zero_mul]
      positivity
    · exact le_of_eq (by field_simp)
  have hP : 1 ≤ (1 + ‖z‖ ^ 2 / (n : ℝ)) ^ n :=
    one_le_pow₀ (le_add_of_nonneg_right (by positivity))
  rw [spin_population]
  calc (n.choose k : ℝ) * (‖z‖ ^ 2 / (n : ℝ)) ^ k / (1 + ‖z‖ ^ 2 / (n : ℝ)) ^ n
      ≤ (n.choose k : ℝ) * (‖z‖ ^ 2 / (n : ℝ)) ^ k := div_le_self (by positivity) hP
    _ ≤ (n : ℝ) ^ k / (k.factorial : ℝ) * (‖z‖ ^ 2 / (n : ℝ)) ^ k :=
        mul_le_mul_of_nonneg_right (Nat.choose_le_pow_div k n) (by positivity)
    _ = ((n : ℝ) * (‖z‖ ^ 2 / (n : ℝ))) ^ k / (k.factorial : ℝ) := by
        rw [mul_pow, div_mul_eq_mul_div]
    _ ≤ (‖z‖ ^ 2) ^ k / (k.factorial : ℝ) :=
        div_le_div_of_nonneg_right (pow_le_pow_left₀ (by positivity) hx k) (by positivity)

/-- The whole spin coherent state converges in Fock space: its squared distance to the boson
coherent state is a convergent sum for every `n` and tends to zero as `n` goes to infinity. -/
theorem spin_state_tendsto_boson_state (z : ℂ) :
    (∀ n : ℕ, Summable fun k => ‖spinAmp n k z - bosonAmp k z‖ ^ 2) ∧
    Tendsto (fun n : ℕ => ∑' k, ‖spinAmp n k z - bosonAmp k z‖ ^ 2) atTop (𝓝 0) := by
  have hsum : Summable fun k : ℕ => 4 * ((‖z‖ ^ 2) ^ k / (k.factorial : ℝ)) :=
    (Real.summable_pow_div_factorial (‖z‖ ^ 2)).mul_left 4
  -- a summable bound that does not depend on the spin
  have hbd : ∀ n k : ℕ, ‖spinAmp n k z - bosonAmp k z‖ ^ 2 ≤
      4 * ((‖z‖ ^ 2) ^ k / (k.factorial : ℝ)) := by
    intro n k
    have h1 := pow_le_pow_left₀ (norm_nonneg _) (norm_sub_le (spinAmp n k z) (bosonAmp k z)) 2
    have h2 := spin_population_le n k z
    have h3 : ‖bosonAmp k z‖ ^ 2 ≤ (‖z‖ ^ 2) ^ k / (k.factorial : ℝ) := by
      rw [boson_population]
      exact mul_le_of_le_one_left (by positivity)
        (Real.exp_le_one_iff.mpr (neg_nonpos.mpr (sq_nonneg _)))
    nlinarith [sq_nonneg (‖spinAmp n k z‖ - ‖bosonAmp k z‖)]
  refine ⟨fun n => Summable.of_nonneg_of_le (fun k => sq_nonneg _) (hbd n) hsum, ?_⟩
  have hlim : ∀ k : ℕ, Tendsto (fun n : ℕ => ‖spinAmp n k z - bosonAmp k z‖ ^ 2) atTop
      (𝓝 (0 : ℝ)) := by
    intro k
    have h := ((spinAmp_tendsto_bosonAmp k z).sub_const (bosonAmp k z)).norm.pow 2
    rw [sub_self, norm_zero, zero_pow two_ne_zero] at h
    exact h
  have h := tendsto_tsum_of_dominated_convergence hsum hlim
    (Eventually.of_forall fun n k => by
      rw [Real.norm_of_nonneg (sq_nonneg _)]
      exact hbd n k)
  rw [tsum_zero] at h
  exact h

end

end SpinToBosonCoherent
```

```lean
#print axioms SpinToBosonCoherent.spin_normalized
#print axioms SpinToBosonCoherent.boson_normalized
#print axioms SpinToBosonCoherent.spin_state_tendsto_boson_state
```

```
'SpinToBosonCoherent.spin_normalized' depends on axioms: [propext, Classical.choice, Quot.sound]
'SpinToBosonCoherent.boson_normalized' depends on axioms: [propext, Classical.choice, Quot.sound]
'SpinToBosonCoherent.spin_state_tendsto_boson_state' depends on axioms: [propext, Classical.choice, Quot.sound]
```

### The derivation as Lean carries it out

`spin_population` and `boson_population` compute the squared moduli. The norm is distributed over products, quotients and powers, and the squared roots are removed with `Real.sq_sqrt`. `spin_normalized` then applies the binomial theorem, `add_pow`, and `boson_normalized` the exponential series. These two normalization theorems confirm that the definitions describe unit vectors; the limit proofs do not use them.

`choose_div_pow_tendsto` is the induction on `k`. The induction hypothesis is multiplied by the limit $1-k/n\to1$ and divided by $k+1$. The resulting sequence agrees with the desired one once $n>k$, which `filter_upwards` is allowed to assume, and the recursion for the binomial coefficient comes from `Nat.choose_succ_right_eq`.

In `spinAmp_tendsto_bosonAmp`, `h1` takes the square root of that limit and `h2` takes the square root of $(1+x/n)^n\to e^x$. Their quotient, multiplied by $z^k$, is `h3`; the division is legitimate because the limiting denominator is nonzero, as `hne` records. The equation `hb` recognizes the limit as `bosonAmp k z`. The remaining lines move $n^{-k/2}$ under the root, so that the sequence in `h3` is the one in the theorem.

`spin_population_le` is the uniform bound. Its `calc` chain first drops the denominator, which is at least one, then inserts $\binom nk\le n^k/k!$ through `Nat.choose_le_pow_div`, and finally cancels the powers of $n$.

The last theorem assembles these parts. In `hbd`, the triangle inequality gives $|c_{n,k}-b_k|^2\le(|c_{n,k}|+|b_k|)^2$, and `nlinarith` reaches the factor 4 from the two population bounds and the fact that $(|c_{n,k}|-|b_k|)^2\ge0$. Comparison with the summable bound `hsum` proves the first half of the statement. For the second, `hlim` supplies the limit of each term, and `tendsto_tsum_of_dominated_convergence` does the work of the $\varepsilon$ and $K$ argument.
